# Repulsion of P − Q with itself is at least the gap times ‖P − Q‖² in a Roothaan two-cycle with linear two-electron part

A plain Roothaan iteration can end up alternating between two density matrices \(P\) and \(Q\), neither of them self-consistent. A level shift can suppress this alternation. The bound below ties such a cycle to the orbital gap, the two-electron response and the shift.

## Repulsion against gap

Work in an orthonormal basis with real matrices. An \(N\)-electron density matrix is a symmetric idempotent matrix of trace \(N\). The Fock matrix is \(F(P)=h+G(P)\), with \(h\) the one-electron part and \(G\) linear. The aufbau projector of a symmetric matrix projects onto its \(N\) lowest orbitals; the gap \(\gamma\) is a lower bound on the separation between occupied and virtual levels.

If \(Q\) is the aufbau projector of \(F(P)\) and \(P\) that of \(F(Q)\), both with gap at least \(\gamma\), then

\[
\operatorname{Tr} G(P-Q)(P-Q)\;\ge\;\gamma\,\|P-Q\|^2 ,
\]

where \(\|X\|^2=\sum_{ij}X_{ij}^2\). The left-hand side is what is called repulsion here: that of the difference \(P-Q\) with itself, including exchange in Hartree–Fock. It is not the electron repulsion energy of \(P\) or \(Q\). If the iteration instead diagonalises \(F(P)+b(1-P)\), with level shift \(b\), and \(\gamma\) bounds the gaps of these shifted matrices, the right-hand side becomes \((\gamma+b)\|P-Q\|^2\).

## Checking an oscillating SCF run

For Hartree–Fock in a finite basis, the left-hand side is \(\operatorname{Tr}(F(P)-F(Q))(P-Q)\), which a code can form from two stored iterations. Divided by \(\|P-Q\|^2\), it must be at least the smaller of the two gaps if the run is in an exact two-cycle. This is for a plain iteration, without damping or level shift, that fills the lowest orbitals overall. A smaller ratio then shows that some assumption fails: for example, the cycle is not exact or the matrices follow inconsistent conventions.

Two conventions matter here. In a non-orthogonal basis with overlap matrix \(S\), the trace on the left keeps its form, but the squared norm becomes \(\operatorname{Tr}(P-Q)S(P-Q)S\); transforming \(P\) and \(F\) to an orthonormal basis first has the same effect. In a closed-shell code, \(P\) is the idempotent matrix without the factor 2, \(N\) counts electron pairs, and \(G\) absorbs the factor.

## Adding the costs of the two half-steps

Let \(Q\) be the aufbau projector of a symmetric \(F\), with occupied levels at most \(\varepsilon_o\), virtual levels at least \(\varepsilon_v\), and \(\varepsilon_o+\gamma\le\varepsilon_v\). Let \(R\) be any \(N\)-electron density matrix. Since \(R\) and \(Q\) are idempotent with trace \(N\),

\[
\|R-Q\|^2=\operatorname{Tr}(R-Q)^2=2m,\qquad m=N-\operatorname{Tr}QR .
\]

Here \(m=\operatorname{Tr}(1-Q)R=\operatorname{Tr}Q(1-R)\ge 0\) is the number of electrons moved from occupied to virtual orbitals. Split the change in the trace with the fixed matrix \(F\) accordingly:

\[
\operatorname{Tr}F(R-Q)=\operatorname{Tr}F(1-Q)R-\operatorname{Tr}FQ(1-R).
\]

The occupied space is invariant under the symmetric matrix \(F\), so \(F\) commutes with \(Q\). Let \(y_i\) be the columns of \((1-Q)R\). They are virtual vectors, and

\[
\operatorname{Tr}F(1-Q)R=\sum_i y_i^{T}Fy_i\ge\varepsilon_v\sum_i y_i^{T}y_i=\varepsilon_v m .
\]

The columns of \(Q(1-R)\) are occupied vectors, and in the same way \(\operatorname{Tr}FQ(1-R)\le\varepsilon_o m\). Therefore

\[
\operatorname{Tr}F(R-Q)\ge(\varepsilon_v-\varepsilon_o)m\ge\gamma m=\tfrac{\gamma}{2}\|R-Q\|^2 .
\]

Apply this to \(F(P)\) with \(R=P\), then to \(F(Q)\) with \(P\) as the aufbau projector and \(R=Q\):

\[
\operatorname{Tr}F(P)(P-Q)\ge\tfrac{\gamma}{2}\|P-Q\|^2,\qquad
\operatorname{Tr}F(Q)(Q-P)\ge\tfrac{\gamma}{2}\|P-Q\|^2 .
\]

In the sum \(h\) cancels, and linearity turns \(G(P)-G(Q)\) into \(G(P-Q)\). This is the bound.

For the level shift, write

\[
F(P)+b(1-P)=(h+b\,1)+\bigl(G(P)-bP\bigr).
\]

This is again a constant plus a linear part, so the bound gives \(\operatorname{Tr}G(P-Q)(P-Q)-b\|P-Q\|^2\ge\gamma\|P-Q\|^2\).

Equality occurs for one electron on two sites with \(h=0\) and \(G(X)=\gamma X\). Take \(P=\mathrm{diag}(1,0)\) and \(Q=\mathrm{diag}(0,1)\). For \(\gamma>0\), each density raises its own site by \(\gamma\) and sends the electron to the other. Both sides equal \(2\gamma\). This is a toy model: in Hartree–Fock a single electron does not repel itself. For these diagonal densities, the same matrices describe a closed-shell electron pair with on-site repulsion \(\gamma\) and no hopping.

## The Lean file

`IsDensity` and `IsAufbau` encode the definitions above. The field `invariant` says that \(F\) preserves the occupied space, and `gap` states the level bounds through the quadratic form; its `a` and `b` are \(\varepsilon_o\) and \(\varepsilon_v\). In `shiftedFock`, `b` is the level shift. `frobSq` is the squared norm.

```lean
import Mathlib

open Matrix

namespace RoothaanTwoCycle

noncomputable section

variable {n : Type*} [Fintype n]

/-- An `N`-electron density matrix: a real symmetric idempotent matrix of trace `N`. -/
structure IsDensity (N : ℕ) (P : Matrix n n ℝ) : Prop where
  symm : Pᵀ = P
  idem : P * P = P
  electrons : P.trace = N

/-- `Q` is the `N`-electron aufbau projector of the symmetric matrix `F` with gap at least `γ`: `F`
preserves the occupied space, and its quadratic form is at most `a` on normalised occupied vectors
and at least `b` on normalised virtual vectors, for some `a + γ ≤ b`. For `γ < 0` these conditions
do not force `Q` to occupy the lowest levels. -/
structure IsAufbau (N : ℕ) (γ : ℝ) (F Q : Matrix n n ℝ) : Prop where
  density : IsDensity N Q
  symm : Fᵀ = F
  invariant : F * Q = Q * F * Q
  gap : ∃ a b : ℝ, a + γ ≤ b ∧
    (∀ x : n → ℝ, Q *ᵥ x = x → x ⬝ᵥ F *ᵥ x ≤ a * (x ⬝ᵥ x)) ∧
    (∀ x : n → ℝ, Q *ᵥ x = 0 → b * (x ⬝ᵥ x) ≤ x ⬝ᵥ F *ᵥ x)

/-- The Fock matrix `F(P) = h + G(P)` with a linear two-electron part `G`. -/
def fock (h : Matrix n n ℝ) (G : Matrix n n ℝ →ₗ[ℝ] Matrix n n ℝ) (P : Matrix n n ℝ) :
    Matrix n n ℝ := h + G P

/-- The squared Frobenius norm, the sum of the squares of all entries. -/
def frobSq (X : Matrix n n ℝ) : ℝ := ∑ i, ∑ j, X i j ^ 2

/-- The squared Frobenius norm of `X` is the trace of `Xᵀ X`. -/
theorem frobSq_eq_trace (X : Matrix n n ℝ) : frobSq X = (Xᵀ * X).trace := by
  unfold frobSq
  rw [Finset.sum_comm]
  simp [Matrix.trace, Matrix.mul_apply, pow_two]

/-- The squared distance of two `N`-electron density matrices is `2 (N - Tr QR)`. -/
theorem frobSq_sub {N : ℕ} {R Q : Matrix n n ℝ} (hR : IsDensity N R) (hQ : IsDensity N Q) :
    frobSq (R - Q) = 2 * (N - (Q * R).trace) := by
  have e : (R - Q) * (R - Q) = R * R - R * Q - Q * R + Q * Q := by noncomm_ring
  rw [frobSq_eq_trace, transpose_sub, hR.symm, hQ.symm, e, hR.idem, hQ.idem, trace_add,
    trace_sub, trace_sub, trace_mul_comm R Q, hR.electrons, hQ.electrons]
  ring

/-- If the quadratic form of `B` is at least `c` on normalised vectors in the range of an
orthogonal projector `S` commuting with `B`, then `Tr BST ≥ c Tr ST` for every orthogonal
projector `T`. -/
theorem trace_bound {S T B : Matrix n n ℝ} {c : ℝ} (hS : Sᵀ = S) (hS2 : S * S = S)
    (hT : Tᵀ = T) (hT2 : T * T = T) (hB : B * S = S * B)
    (h : ∀ x : n → ℝ, S *ᵥ x = x → c * (x ⬝ᵥ x) ≤ x ⬝ᵥ B *ᵥ x) :
    c * (S * T).trace ≤ (B * S * T).trace := by
  -- both traces are sums over the columns of `S * T`
  have e1 : ((S * T)ᵀ * (S * T)).trace = (S * T).trace := by
    have e : T * S * (S * T) = T * (S * S * T) := by simp only [mul_assoc]
    rw [transpose_mul, hS, hT, e, hS2, trace_mul_comm, mul_assoc, hT2]
  have e2 : ((S * T)ᵀ * (B * (S * T))).trace = (B * S * T).trace := by
    have e : T * S * (B * (S * T)) = T * (B * S * T) := by
      calc T * S * (B * (S * T)) = T * ((S * B) * (S * T)) := by simp only [mul_assoc]
        _ = T * (B * (S * S) * T) := by rw [← hB]; simp only [mul_assoc]
        _ = T * (B * S * T) := by rw [hS2]
    rw [transpose_mul, hS, hT, e, trace_mul_comm, mul_assoc (B * S), hT2]
  have hM : S * (S * T) = S * T := by rw [← mul_assoc, hS2]
  rw [← e1, ← e2, Matrix.trace, Matrix.trace, Finset.mul_sum]
  refine Finset.sum_le_sum fun i _ => ?_
  exact h (fun j => (S * T) j i) (funext fun j => congrFun (congrFun hM j) i)

variable [DecidableEq n]

/-- Replacing the aufbau projector `Q` of `F` by another `N`-electron density matrix `R` raises the
trace with `F`, from `Tr FQ` to `Tr FR`, by at least `γ / 2` times the squared distance. -/
theorem aufbau_cost {N : ℕ} {γ : ℝ} {F Q R : Matrix n n ℝ} (hQ : IsAufbau N γ F Q)
    (hR : IsDensity N R) : γ / 2 * frobSq (R - Q) ≤ (F * (R - Q)).trace := by
  obtain ⟨a, b, hab, hocc, hvir⟩ := hQ.gap
  have hD := hQ.density
  have hc : F * Q = Q * F := by
    have h := congrArg Matrix.transpose hQ.invariant
    simp only [transpose_mul, hQ.symm, hD.symm] at h
    exact hQ.invariant.trans ((mul_assoc _ _ _).trans h.symm)
  -- virtual part of `R`
  have h1 : b * ((1 - Q) * R).trace ≤ (F * (1 - Q) * R).trace := by
    refine trace_bound (by rw [transpose_sub, transpose_one, hD.symm])
      (by simp [sub_mul, mul_sub, hD.idem]) hR.symm hR.idem
      (by rw [mul_sub, sub_mul, mul_one, one_mul, hc]) fun x hx => hvir x ?_
    rw [sub_mulVec, one_mulVec] at hx
    exact sub_eq_self.mp hx
  -- occupied part missing from `R`
  have h2 : -a * (Q * (1 - R)).trace ≤ (-F * Q * (1 - R)).trace := by
    refine trace_bound hD.symm hD.idem (by rw [transpose_sub, transpose_one, hR.symm])
      (by simp [sub_mul, mul_sub, hR.idem]) (by rw [neg_mul, mul_neg, hc]) fun x hx => ?_
    rw [neg_mulVec, dotProduct_neg]
    linarith [hocc x hx]
  simp only [sub_mul, mul_sub, one_mul, mul_one, neg_mul, trace_sub, trace_neg,
    hR.electrons, hD.electrons] at h1 h2
  have hf : 0 ≤ frobSq (R - Q) := by unfold frobSq; positivity
  have hm := mul_nonneg (sub_nonneg.2 hab) hf
  rw [frobSq_sub hR hD] at hm ⊢
  rw [mul_sub F R Q, trace_sub]
  nlinarith [hm, h1, h2]

/-- If `P` and `Q` are each the aufbau projector of the other's Fock matrix with gap at least
`γ`, then `Tr G(P - Q)(P - Q)` is at least `γ` times the squared Frobenius norm of `P - Q`. -/
theorem two_cycle_repulsion {N : ℕ} {γ : ℝ} {h P Q : Matrix n n ℝ}
    {G : Matrix n n ℝ →ₗ[ℝ] Matrix n n ℝ}
    (hQ : IsAufbau N γ (fock h G P) Q) (hP : IsAufbau N γ (fock h G Q) P) :
    γ * frobSq (P - Q) ≤ (G (P - Q) * (P - Q)).trace := by
  have h1 := aufbau_cost hQ hP.density
  have h2 := aufbau_cost hP hQ.density
  have hs : frobSq (Q - P) = frobSq (P - Q) := by
    rw [← neg_sub P Q]
    simp only [frobSq, Matrix.neg_apply, neg_sq]
  -- the one-electron part cancels in the sum of the two costs
  have e : G (P - Q) * (P - Q) = fock h G P * (P - Q) + fock h G Q * (Q - P) := by
    rw [map_sub]
    unfold fock
    noncomm_ring
  rw [hs] at h2
  rw [e, trace_add]
  linarith

/-- The level-shifted Fock matrix `F(P) + b (1 - P)`. -/
def shiftedFock (h : Matrix n n ℝ) (G : Matrix n n ℝ →ₗ[ℝ] Matrix n n ℝ) (b : ℝ)
    (P : Matrix n n ℝ) : Matrix n n ℝ := fock h G P + b • (1 - P)

/-- For a two-cycle of the iteration with level shift `b`, where the shifted Fock matrices have gap
at least `γ`, the repulsion `Tr G(P - Q)(P - Q)` is at least `γ + b` times the squared Frobenius
norm of `P - Q`. -/
theorem shifted_two_cycle_repulsion {N : ℕ} {γ b : ℝ} {h P Q : Matrix n n ℝ}
    {G : Matrix n n ℝ →ₗ[ℝ] Matrix n n ℝ}
    (hQ : IsAufbau N γ (shiftedFock h G b P) Q) (hP : IsAufbau N γ (shiftedFock h G b Q) P) :
    (γ + b) * frobSq (P - Q) ≤ (G (P - Q) * (P - Q)).trace := by
  -- the shift amounts to replacing `h` by `h + b • 1` and `G` by `G - b • id`
  have e : ∀ X, shiftedFock h G b X = fock (h + b • 1) (G - b • LinearMap.id) X := by
    intro X
    simp only [shiftedFock, fock, LinearMap.sub_apply, LinearMap.smul_apply,
      LinearMap.id_apply, smul_sub]
    abel
  have hf : frobSq (P - Q) = ((P - Q) * (P - Q)).trace := by
    rw [frobSq_eq_trace, transpose_sub, hP.density.symm, hQ.density.symm]
  rw [e] at hQ hP
  have key := two_cycle_repulsion hQ hP
  rw [LinearMap.sub_apply, LinearMap.smul_apply, LinearMap.id_apply, sub_mul, smul_mul_assoc,
    trace_sub, trace_smul, smul_eq_mul, ← hf] at key
  linarith

/-- If `P` and `1 - P` are both `N`-electron density matrices, then `1 - P` is the aufbau projector
of the Fock matrix `γ P` with gap at least `γ`, in the sense of `IsAufbau` (it fills the lowest
levels if `γ ≥ 0`). -/
theorem aufbau_complement {N : ℕ} (γ : ℝ) {P : Matrix n n ℝ} (hP : IsDensity N P)
    (hQ : IsDensity N (1 - P)) : IsAufbau N γ (fock 0 (γ • LinearMap.id) P) (1 - P) := by
  have hF : fock 0 (γ • LinearMap.id) P = γ • P := by simp [fock]
  rw [hF]
  refine ⟨hQ, by rw [transpose_smul, hP.symm], by simp [mul_sub, sub_mul, hP.idem],
    0, γ, by simp, fun x hx => ?_, fun x hx => ?_⟩ <;> rw [sub_mulVec, one_mulVec] at hx
  · have h0 : P *ᵥ x = 0 := sub_eq_self.mp hx
    simp [smul_mulVec, h0]
  · have h1 : P *ᵥ x = x := (sub_eq_zero.mp hx).symm
    exact le_of_eq (by rw [smul_mulVec, h1, dotProduct_smul, smul_eq_mul])

/-- One electron on the first of two sites. -/
def siteA : Matrix (Fin 2) (Fin 2) ℝ := !![1, 0; 0, 0]

/-- With `h = 0` and `G(X) = γ X` on two sites, the two one-site densities are distinct, form a
two-cycle with gap at least `γ` in the sense of `IsAufbau` (the lowest levels are filled if
`γ ≥ 0`), and attain equality in the repulsion bound. -/
theorem two_cycle_witness (γ : ℝ) :
    siteA ≠ 1 - siteA ∧ IsAufbau 1 γ (fock 0 (γ • LinearMap.id) siteA) (1 - siteA) ∧
    IsAufbau 1 γ (fock 0 (γ • LinearMap.id) (1 - siteA)) siteA ∧
    ((γ • (siteA - (1 - siteA))) * (siteA - (1 - siteA))).trace
      = γ * frobSq (siteA - (1 - siteA)) := by
  have hA : IsDensity 1 siteA := by
    constructor
    · ext i j; fin_cases i <;> fin_cases j <;> simp [siteA]
    · ext i j; fin_cases i <;> fin_cases j <;> simp [siteA, Matrix.mul_apply]
    · simp [siteA, trace_fin_two]
  have hB : IsDensity 1 (1 - siteA) := by
    constructor
    · rw [transpose_sub, transpose_one, hA.symm]
    · simp [sub_mul, mul_sub, hA.idem]
    · rw [trace_sub, trace_one, hA.electrons]
      norm_num [Fintype.card_fin]
  refine ⟨fun h => ?_, aufbau_complement γ hA hB, ?_, ?_⟩
  · have h00 := congrFun (congrFun h 0) 0
    simp [siteA] at h00
  · have h := aufbau_complement γ hB (by rw [sub_sub_cancel]; exact hA)
    rwa [sub_sub_cancel] at h
  · rw [frobSq_eq_trace, transpose_sub, hA.symm, hB.symm, smul_mul_assoc, trace_smul,
      smul_eq_mul]

end

end RoothaanTwoCycle
```

```lean
#print axioms RoothaanTwoCycle.shifted_two_cycle_repulsion
-- 'RoothaanTwoCycle.shifted_two_cycle_repulsion' depends on axioms: [propext, Classical.choice, Quot.sound]
```

`trace_bound` is the sum over columns: `e1` and `e2` rewrite the two traces, and `Finset.sum_le_sum` compares them column by column. `aufbau_cost` uses it once for the virtual part of \(R\) and once, with `-F` and `-a`, for the missing occupied part, then combines the results with `frobSq_sub`. In `two_cycle_repulsion`, the identity `e` cancels \(h\) and `linarith` adds the two costs. `shifted_two_cycle_repulsion` replaces \(h\) by \(h+b\,1\) and \(G(X)\) by \(G(X)-bX\), and applies that theorem. `aufbau_complement` supplies the two half-steps of the example in `two_cycle_witness`.

## Exact cycles, linear G and an assumed gap

The theorems hold for every finite basis size and every real \(\gamma\), but for \(\gamma<0\) `IsAufbau` does not force the lowest orbitals to be filled, so the aufbau reading is for \(\gamma\ge 0\). They do not require \(P\ne Q\); for \(P=Q\) the bound reads \(0\ge 0\). \(G\) need not be self-adjoint, but the Fock matrices that are diagonalised must be symmetric.

The gap is a hypothesis about the matrices in the cycle, and nothing here derives it from the molecule or the basis. Linearity fits Hartree–Fock, but not a general Kohn–Sham exchange-correlation matrix. The aufbau rule fills the \(N\) lowest orbitals overall, whereas an unrestricted code with fixed spin populations fills each spin block separately.

For choosing a shift, suppose a constant \(K\) is known with \(\operatorname{Tr}G(D)D\le K\|D\|^2\) for all differences \(D\) of density matrices. One more line of algebra, which the file leaves to the reader, then gives \(P=Q\) whenever \(K<\gamma+b\). Here \(\gamma\) is still the gap of the shifted matrices, not of the unshifted ones. Since filling the lowest orbitals always allows \(\gamma=0\), a shift \(b>K\) is enough. This removes genuine two-cycles but does not establish convergence. A fixed point of the shifted iteration may also fail to be aufbau for the unshifted Fock matrix, so the orbital order should be checked again with the shift removed.
